# Under detailed balance, the Pauli-blocked collision term on finitely many states linearizes to \(-L\), with \(L\) symmetric and positive semidefinite

A discretized Boltzmann calculation of a conductivity can lead to a linear system \(L\varphi=b\), where \(b\) comes from the applied field and \(\varphi\) describes the response: to first order, the occupations change by \(f^0(1-f^0)\varphi\) from their equilibrium values \(f^0\). In this variable \(L\) is symmetric and positive semidefinite, which matters for the choice of solver. If the rates connect all states, two solutions differ only by a constant, and one further condition, such as the value of \(\varphi\) at one state, fixes it. These properties are derived below for a finite set of states with rates that do not depend on the occupations.

Let \(S\) be the set of states, \(W_{kp}\) the rate from \(k\) to \(p\), and \(f_k\) the occupation of \(k\). All are real-valued.

In Lean 4 with Mathlib:

```lean
import Mathlib

open Finset

namespace LinearizedPauliCollision

noncomputable section

variable {S : Type*}
```

The Pauli-blocked flux from \(k\) to \(p\) is \(W_{kp}f_k(1-f_p)\): the initial state must be filled and the final state empty.

```lean
/-- The Pauli-blocked flux `P k p = W k p * f k * (1 - f p)` from state `k` to state `p`. -/
def flux (W : S → S → ℝ) (f : S → ℝ) (k p : S) : ℝ := W k p * f k * (1 - f p)
```

The rates are connected if every state can be reached from every other by a chain of transitions with positive rate. A chain of length zero is allowed, so each state reaches itself.

```lean
/-- Every state can be reached from every other by a chain of transitions of positive rate. -/
def Connected (W : S → S → ℝ) : Prop :=
  ∀ k p, Relation.ReflTransGen (fun a b => 0 < W a b) k p
```

With energies \(E_k\), inverse temperature \(\beta\) and chemical potential \(\mu\), the Fermi-Dirac occupation is \(f_k=1/(e^{\beta(E_k-\mu)}+1)\).

```lean
/-- The Fermi-Dirac occupation of state `k` with energy `E k`, at inverse temperature `β`
and chemical potential `μ`. -/
def fermi (β μ : ℝ) (E : S → ℝ) (k : S) : ℝ := 1 / (Real.exp (β * (E k - μ)) + 1)
```

## (a) Flux at Fermi-Dirac occupations

Suppose that \(W_{kp}e^{-\beta E_k}=W_{pk}e^{-\beta E_p}\), the balance that a bath at inverse temperature \(\beta\) imposes on the transitions it drives. Show that
\[
W_{kp}f_k(1-f_p)=W_{pk}f_p(1-f_k).
\]

**Solution.** From the definition, \(1-f_p=e^{\beta(E_p-\mu)}f_p\). Hence
\[
W_{kp}f_k(1-f_p)=f_kf_p\,e^{\beta(E_k+E_p-\mu)}\,W_{kp}e^{-\beta E_k}.
\]
The prefactor is symmetric in \(k\) and \(p\), and the remaining factor is symmetric by assumption. In the code, `g` is the identity for \(1-f\), while `a` and `b` split the exponentials.

```lean
/-- If the rates obey `W k p * exp (-β E k) = W p k * exp (-β E p)`, the Pauli-blocked flux
at the Fermi-Dirac occupation is symmetric. -/
theorem fermi_flux_symm (β μ : ℝ) (E : S → ℝ) (W : S → S → ℝ)
    (hW : ∀ k p, W k p * Real.exp (-(β * E k)) = W p k * Real.exp (-(β * E p))) (k p : S) :
    flux W (fermi β μ E) k p = flux W (fermi β μ E) p k := by
  -- the empty fraction is `exp (β (E q - μ))` times the occupation
  have g : ∀ q, 1 - fermi β μ E q = Real.exp (β * (E q - μ)) * fermi β μ E q := by
    intro q
    have hne : Real.exp (β * (E q - μ)) + 1 ≠ 0 := by positivity
    have h : fermi β μ E q * (Real.exp (β * (E q - μ)) + 1) = 1 := one_div_mul_cancel hne
    linear_combination -h
  have a : Real.exp (β * (E p - μ))
      = Real.exp (-(β * E k)) * Real.exp (β * (E k + E p - μ)) := by
    rw [← Real.exp_add]
    congr 1
    ring
  have b : Real.exp (β * (E k - μ))
      = Real.exp (-(β * E p)) * Real.exp (β * (E k + E p - μ)) := by
    rw [← Real.exp_add]
    congr 1
    ring
  unfold flux
  rw [g p, g k, a, b]
  linear_combination
    (fermi β μ E k * fermi β μ E p * Real.exp (β * (E k + E p - μ))) * hW k p
```

## (b) An explicit set of rates

Show that the rates
\[
W_{kp}=e^{\beta(E_k-E_p)/2}
\]
with Fermi-Dirac occupations are nonnegative and connected, give a symmetric flux, and have \(0<f_k<1\).

**Solution.** Exponentials are positive, so every rate is positive and one step joins any two states. The denominator of \(f_k\) exceeds 1, which gives the bounds. Finally, \(W_{kp}e^{-\beta E_k}=e^{-\beta(E_k+E_p)/2}\) is symmetric, and (a) applies.

```lean
/-- The rates `exp (β (E k - E p) / 2)` with Fermi-Dirac occupations are nonnegative and
connected, the occupations lie strictly between 0 and 1, and the flux is symmetric. -/
theorem fermi_witness (β μ : ℝ) (E : S → ℝ) :
    (∀ k p : S, 0 ≤ Real.exp (β * (E k - E p) / 2)) ∧
    (∀ k, 0 < fermi β μ E k ∧ fermi β μ E k < 1) ∧
    (∀ k p, flux (fun a b => Real.exp (β * (E a - E b) / 2)) (fermi β μ E) k p
      = flux (fun a b => Real.exp (β * (E a - E b) / 2)) (fermi β μ E) p k) ∧
    Connected (fun a b => Real.exp (β * (E a - E b) / 2)) := by
  refine ⟨fun k p => (Real.exp_pos _).le, fun k => ⟨?_, ?_⟩, ?_, ?_⟩
  · unfold fermi
    positivity
  · unfold fermi
    exact (div_lt_one (by positivity)).2 (by linarith [Real.exp_pos (β * (E k - μ))])
  · apply fermi_flux_symm
    intro k p
    simp only [← Real.exp_add]
    congr 1
    ring
  · exact fun k p => Relation.ReflTransGen.single (Real.exp_pos _)
```

## (c) Expansion about equilibrium

From here on \(S\) is finite. The collision term is scattering in minus scattering out:
\[
C_k(f)=\sum_p\bigl[W_{pk}f_p(1-f_k)-W_{kp}f_k(1-f_p)\bigr].
\]

```lean
variable [Fintype S]

/-- The Pauli-blocked collision term: scattering into state `k` minus scattering out of it. -/
def collision (W : S → S → ℝ) (f : S → ℝ) (k : S) : ℝ :=
  ∑ p, (W p k * f p * (1 - f k) - W k p * f k * (1 - f p))
```

For a matrix \(P\), define \((L\varphi)_k=\sum_pP_{kp}(\varphi_k-\varphi_p)\).

```lean
/-- The operator `(L φ) k = ∑ p, P k p * (φ k - φ p)` built from a matrix `P`. -/
def linearized (P : S → S → ℝ) (φ : S → ℝ) (k : S) : ℝ := ∑ p, P k p * (φ k - φ p)
```

Let \(f^0\) be a reference occupation whose flux \(P_{kp}=W_{kp}f^0_k(1-f^0_p)\) is symmetric. This is detailed balance: each transition is cancelled by its reverse. Put \(g_k=f^0_k(1-f^0_k)\varphi_k\). Show that
\[
C_k(f^0+tg)=-t(L\varphi)_k+t^2\sum_p(W_{kp}-W_{pk})g_kg_p .
\]

**Solution.** At order zero the summand is \(P_{pk}-P_{kp}=0\). At first order, writing each product through \(P\) and using its symmetry, it is
\[
P_{kp}\bigl[(1-f^0_p)\varphi_p-f^0_k\varphi_k-(1-f^0_k)\varphi_k+f^0_p\varphi_p\bigr]=P_{kp}(\varphi_p-\varphi_k).
\]
At second order it is \(-W_{pk}g_pg_k+W_{kp}g_kg_p\). Summing over \(p\) gives the claim. The final `linear_combination` performs this comparison for each \(p\), with detailed balance as its only input.

```lean
/-- If the flux at `f0` is symmetric, the collision term at `f0 + t f0 (1 - f0) φ` is exactly
`-t L φ` plus a term quadratic in `t`, weighted by the asymmetry of the rates. -/
theorem collision_expansion {W : S → S → ℝ} {f0 : S → ℝ}
    (hP : ∀ k p, flux W f0 k p = flux W f0 p k) (φ : S → ℝ) (k : S) (t : ℝ) :
    collision W (fun q => f0 q + t * (f0 q * (1 - f0 q) * φ q)) k
      = -t * linearized (flux W f0) φ k
        + t ^ 2 * ∑ p, (W k p - W p k) *
            ((f0 k * (1 - f0 k) * φ k) * (f0 p * (1 - f0 p) * φ p)) := by
  simp only [collision, linearized, Finset.mul_sum, ← Finset.sum_add_distrib]
  refine Finset.sum_congr rfl fun p _ => ?_
  have h := hP k p
  unfold flux at h ⊢
  -- detailed balance removes the zeroth order and combines the first-order terms
  linear_combination (-(1 + t * ((1 - f0 p) * φ p - f0 k * φ k))) * h
```

## (d) The derivative

Show that
\[
\frac{d}{dt}C_k(f^0+tg)\Big|_{t=0}=-(L\varphi)_k .
\]

**Solution.** Differentiate (c): the linear term gives \(-(L\varphi)_k\), and the quadratic term has derivative zero at \(t=0\). `HasDerivAt` states both that the derivative exists and that it has this value, for each state separately.

```lean
/-- If the flux at `f0` is symmetric, the derivative at `t = 0` of the collision term at
`f0 + t f0 (1 - f0) φ` is `-L φ`. -/
theorem hasDerivAt_collision {W : S → S → ℝ} {f0 : S → ℝ}
    (hP : ∀ k p, flux W f0 k p = flux W f0 p k) (φ : S → ℝ) (k : S) :
    HasDerivAt (fun t : ℝ => collision W (fun q => f0 q + t * (f0 q * (1 - f0 q) * φ q)) k)
      (-linearized (flux W f0) φ k) 0 := by
  rw [funext fun t => collision_expansion hP φ k t]
  have h := ((hasDerivAt_id' (0 : ℝ)).fun_neg.mul_const (linearized (flux W f0) φ k)).fun_add
    (((hasDerivAt_id' (0 : ℝ)).fun_pow 2).mul_const (∑ p, (W k p - W p k) *
      ((f0 k * (1 - f0 k) * φ k) * (f0 p * (1 - f0 p) * φ p))))
  exact h.congr_deriv (by simp)
```

## (e) The bilinear form

For any symmetric \(P\) and functions \(\psi,\varphi\), show that
\[
\sum_k\psi_k(L\varphi)_k=\tfrac12\sum_{k,p}P_{kp}(\psi_k-\psi_p)(\varphi_k-\varphi_p).
\]

**Solution.** The left side is \(A=\sum_{k,p}P_{kp}\psi_k(\varphi_k-\varphi_p)\) (`h1`). Exchanging the names \(k\) and \(p\) gives \(A=\sum_{k,p}P_{kp}\psi_p(\varphi_p-\varphi_k)\) (`h2`). The two expressions add up to the double sum on the right (`h3`), which is therefore \(2A\).

```lean
/-- For a symmetric flux, the bilinear form of `L` is half the sum over all pairs of states of
the flux times the differences of the two functions. -/
theorem linearized_form {P : S → S → ℝ} (hP : ∀ k p, P k p = P p k) (ψ φ : S → ℝ) :
    ∑ k, ψ k * linearized P φ k
      = 1 / 2 * ∑ k, ∑ p, P k p * ((ψ k - ψ p) * (φ k - φ p)) := by
  have h1 : ∑ k, ψ k * linearized P φ k = ∑ k, ∑ p, P k p * (ψ k * (φ k - φ p)) := by
    simp only [linearized, Finset.mul_sum]
    exact Finset.sum_congr rfl fun k _ => Finset.sum_congr rfl fun p _ => by ring
  -- exchange the names of the two states
  have h2 : ∑ k, ∑ p, P k p * (ψ k * (φ k - φ p))
      = ∑ k, ∑ p, P k p * (ψ p * (φ p - φ k)) := by
    refine Finset.sum_comm.trans ?_
    exact Finset.sum_congr rfl fun k _ => Finset.sum_congr rfl fun p _ => by rw [hP p k]
  have h3 : ∑ k, ∑ p, P k p * ((ψ k - ψ p) * (φ k - φ p))
      = ∑ k, ∑ p, P k p * (ψ k * (φ k - φ p)) + ∑ k, ∑ p, P k p * (ψ p * (φ p - φ k)) := by
    simp only [← Finset.sum_add_distrib]
    exact Finset.sum_congr rfl fun k _ => Finset.sum_congr rfl fun p _ => by ring
  linarith
```

## (f) Functions annihilated by \(L\)

For symmetric \(P\) with \(P_{kp}\ge0\), show that
\[
L\varphi=0\iff\bigl(P_{kp}>0\Rightarrow\varphi_k=\varphi_p\ \text{for all }k,p\bigr).
\]

**Solution.** If \(L\varphi=0\), then (e) with \(\psi=\varphi\) gives \(\sum_{k,p}P_{kp}(\varphi_k-\varphi_p)^2=0\). Every term is nonnegative, so every term vanishes, and \(P_{kp}>0\) forces \(\varphi_k=\varphi_p\). Conversely, each term of \((L\varphi)_k\) has either \(P_{kp}=0\) or \(\varphi_k=\varphi_p\).

```lean
/-- For a symmetric nonnegative flux, `L φ = 0` exactly when `φ` takes equal values on any two
states joined by a positive flux. -/
theorem linearized_eq_zero_iff {P : S → S → ℝ} (hP : ∀ k p, P k p = P p k)
    (h0 : ∀ k p, 0 ≤ P k p) (φ : S → ℝ) :
    linearized P φ = 0 ↔ ∀ k p, 0 < P k p → φ k = φ p := by
  constructor
  · intro h k p hkp
    have d := linearized_form hP φ φ
    rw [h] at d
    simp only [Pi.zero_apply, mul_zero, Finset.sum_const_zero] at d
    have hs : ∑ k, ∑ p, P k p * ((φ k - φ p) * (φ k - φ p)) = 0 := by linarith
    have nn : ∀ a b, 0 ≤ P a b * ((φ a - φ b) * (φ a - φ b)) :=
      fun a b => mul_nonneg (h0 a b) (mul_self_nonneg _)
    -- a vanishing sum of nonnegative terms vanishes term by term
    have hk := (Finset.sum_eq_zero_iff_of_nonneg
      (fun a _ => Finset.sum_nonneg fun b _ => nn a b)).1 hs k (Finset.mem_univ k)
    have hp := (Finset.sum_eq_zero_iff_of_nonneg (fun b _ => nn k b)).1 hk p (Finset.mem_univ p)
    exact sub_eq_zero.1 (mul_self_eq_zero.1 ((mul_eq_zero.1 hp).resolve_left hkp.ne'))
  · intro h
    funext k
    show ∑ p, P k p * (φ k - φ p) = 0
    refine Finset.sum_eq_zero fun p _ => ?_
    rcases (h0 k p).eq_or_lt with e | l
    · rw [← e, zero_mul]
    · rw [h k p l, sub_self, mul_zero]
```

## (g) Kernel and connectivity

Let \(W_{kp}\ge0\) and \(0<f^0_k<1\), with \(P\) the symmetric flux at \(f^0\). Show that
\[
\ker L=\{\text{constants}\}\iff W\text{ is connected}.
\]

**Solution.** The bounds on \(f^0\) make \(P_{kp}>0\) equivalent to \(W_{kp}>0\) (`hpos`).

If \(W\) is connected and \(L\varphi=0\), then (f) carries the value of \(\varphi\) along a chain from a chosen state to any other, so \(\varphi\) is constant; with no states there is nothing to show. The code does this by induction on the chain. Constants lie in the kernel by (f).

For the converse, take the function equal to 1 on the states reachable from \(k\) and 0 elsewhere. Since \(P\) is symmetric, a positive flux runs both ways, so its two ends are both reachable or both unreachable. By (f) the function lies in the kernel, hence it is constant. Its value at \(k\) is 1, so every state is reachable from \(k\).

For Fermi-Dirac occupations, a constant \(\varphi\) is to first order a shift of \(\beta\mu\), which scattering that conserves particle number cannot relax.

```lean
/-- For nonnegative rates, occupations strictly between 0 and 1 and a symmetric flux, the kernel
of `L` consists of exactly the constants if and only if the rates connect all states. -/
theorem kernel_constants_iff {W : S → S → ℝ} {f0 : S → ℝ} (hW : ∀ k p, 0 ≤ W k p)
    (hf : ∀ k, 0 < f0 k ∧ f0 k < 1) (hP : ∀ k p, flux W f0 k p = flux W f0 p k) :
    (∀ φ : S → ℝ, linearized (flux W f0) φ = 0 ↔ ∃ c, ∀ k, φ k = c) ↔ Connected W := by
  classical
  have h0 : ∀ k p, 0 ≤ flux W f0 k p := fun k p =>
    mul_nonneg (mul_nonneg (hW k p) (hf k).1.le) (sub_nonneg.2 (hf p).2.le)
  have hpos : ∀ k p, 0 < flux W f0 k p ↔ 0 < W k p := fun k p =>
    (mul_pos_iff_of_pos_right (sub_pos.2 (hf p).2)).trans (mul_pos_iff_of_pos_right (hf k).1)
  constructor
  · intro h k p
    -- the indicator of the states reachable from `k` lies in the kernel
    have hker : linearized (flux W f0) (fun q =>
        if Relation.ReflTransGen (fun a b => 0 < W a b) k q then (1 : ℝ) else 0) = 0 := by
      rw [linearized_eq_zero_iff hP h0]
      intro a b hab
      have hba : 0 < flux W f0 b a := by
        rw [hP b a]
        exact hab
      have e : Relation.ReflTransGen (fun a b => 0 < W a b) k a ↔
          Relation.ReflTransGen (fun a b => 0 < W a b) k b :=
        ⟨fun r => r.tail ((hpos a b).1 hab), fun r => r.tail ((hpos b a).1 hba)⟩
      simp only [e]
    obtain ⟨c, hc⟩ := (h _).1 hker
    by_contra hn
    have h1 : (1 : ℝ) = c := by simpa [Relation.ReflTransGen.refl] using hc k
    have h2 : (0 : ℝ) = c := by simpa [hn] using hc p
    linarith
  · intro hc φ
    rw [linearized_eq_zero_iff hP h0]
    constructor
    · intro h
      rcases isEmpty_or_nonempty S with hS | ⟨⟨k0⟩⟩
      · exact ⟨0, fun k => isEmptyElim k⟩
      · refine ⟨φ k0, fun k => ?_⟩
        -- carry the value along a chain of transitions
        have r : Relation.ReflTransGen (fun a b => 0 < W a b) k0 k := hc k0 k
        induction r with
        | refl => rfl
        | tail _ hab ih => exact (h _ _ ((hpos _ _).2 hab)).symm.trans ih
    · rintro ⟨c, h⟩ a b _
      exact (h a).trans (h b).symm
```

## (h) The combined statement

Under the assumptions of (g), show that
\[
\sum_k\psi_k(L\varphi)_k=\sum_k\varphi_k(L\psi)_k,\qquad \sum_k\varphi_k(L\varphi)_k\ge0,
\]
and collect these with (d) and (g).

**Solution.** The right side of (e) is unchanged when \(\psi\) and \(\varphi\) are exchanged. For \(\psi=\varphi\) it is half a sum of terms \(P_{kp}(\varphi_k-\varphi_p)^2\ge0\).

Symmetry here refers to the plain sum over states, without weights, and to the variable \(\varphi\). Written for the change of occupations \(f^0(1-f^0)\varphi\) itself, the linearized operator is in general not symmetric in this sum. In the theorem, `hW`, `hf` and `hP` are the nonnegative rates, the bounds on \(f^0\) and detailed balance, the last assumed for general \(f^0\) and derived only in the thermal case (a). The model leaves out electron-electron scattering, whose rates depend on the occupations, and the continuum of momenta.

```lean
/-- For nonnegative rates, occupations `f0` strictly between 0 and 1 and a symmetric flux, the
collision term linearizes to `-L φ`, with `L` symmetric and positive semidefinite; its kernel
is exactly the constants if and only if the rates connect all states. -/
theorem linearized_pauli_collision {W : S → S → ℝ} {f0 : S → ℝ} (hW : ∀ k p, 0 ≤ W k p)
    (hf : ∀ k, 0 < f0 k ∧ f0 k < 1) (hP : ∀ k p, flux W f0 k p = flux W f0 p k) :
    (∀ (φ : S → ℝ) (k : S), HasDerivAt
      (fun t : ℝ => collision W (fun q => f0 q + t * (f0 q * (1 - f0 q) * φ q)) k)
      (-linearized (flux W f0) φ k) 0) ∧
    (∀ ψ φ : S → ℝ, ∑ k, ψ k * linearized (flux W f0) φ k
      = ∑ k, φ k * linearized (flux W f0) ψ k) ∧
    (∀ φ : S → ℝ, 0 ≤ ∑ k, φ k * linearized (flux W f0) φ k) ∧
    ((∀ φ : S → ℝ, linearized (flux W f0) φ = 0 ↔ ∃ c, ∀ k, φ k = c) ↔ Connected W) := by
  refine ⟨hasDerivAt_collision hP, fun ψ φ => ?_, fun φ => ?_, kernel_constants_iff hW hf hP⟩
  · rw [linearized_form hP ψ φ, linearized_form hP φ ψ]
    congr 1
    exact Finset.sum_congr rfl fun k _ => Finset.sum_congr rfl fun p _ => by ring
  · rw [linearized_form hP φ φ]
    refine mul_nonneg (by norm_num) (Finset.sum_nonneg fun k _ => Finset.sum_nonneg fun p _ => ?_)
    exact mul_nonneg (mul_nonneg (mul_nonneg (hW k p) (hf k).1.le)
      (sub_nonneg.2 (hf p).2.le)) (mul_self_nonneg _)

end

end LinearizedPauliCollision
```

```lean
#print axioms LinearizedPauliCollision.linearized_pauli_collision
-- 'LinearizedPauliCollision.linearized_pauli_collision' depends on axioms: [propext, Classical.choice, Quot.sound]
```
